# When a cubic Hermite interpolant is monotone, and when it creates a false well

All quantities are real. On the unit interval, with coordinate \(t\), the data are the end values \(y\) and \(y+d\) and the end slopes \(m_0\) and \(m_1\). The increment \(d\) is also the secant slope, because the interval has length 1. The case of interest is \(d>0\), where the data rise from left to right, but no theorem below needs that as a separate hypothesis.

```lean
import Mathlib

open Set

namespace HermiteMonotonicity

noncomputable section
```

The interpolant is the cubic
\[
p(t)=y\,(1+2t)(1-t)^2+(y+d)\,t^2(3-2t)+m_0\,t(1-t)^2-m_1\,t^2(1-t).
\]
In Lean it is `hermite y d m₀ m₁`, a function on the whole real line. The restriction to \([0,1]\) enters only through the theorems.

```lean
/-- The cubic Hermite interpolant on the unit interval with end values `y` and `y + d`
and end slopes `m₀` and `m₁`. -/
def hermite (y d m₀ m₁ t : ℝ) : ℝ :=
  y * ((1 + 2 * t) * (1 - t) ^ 2) + (y + d) * (t ^ 2 * (3 - 2 * t))
    + m₀ * (t * (1 - t) ^ 2) - m₁ * (t ^ 2 * (1 - t))
```

Its derivative will turn out to be the quadratic
\[
q(t)=m_0(1-t)^2+2(3d-m_0-m_1)\,t(1-t)+m_1t^2 .
\]

```lean
/-- The quadratic that gives the slope of the interpolant. -/
def slope (d m₀ m₁ t : ℝ) : ℝ :=
  m₀ * (1 - t) ^ 2 + 2 * (3 * d - m₀ - m₁) * (t * (1 - t)) + m₁ * t ^ 2
```

A table of a potential \(V(x)\) has cells of some width \(h\), say \([x_0,x_0+h]\), with values \(V_0,V_1\) and slopes \(s_0,s_1\) taken with respect to \(x\). Setting \(t=(x-x_0)/h\) gives \(dV/dt=h\,dV/dx\), so the unit-interval slopes are \(m_0=hs_0\) and \(m_1=hs_1\), and the increment is \(d=V_1-V_0\).

```lean
/-- The interpolant on a table cell `[x₀, x₀ + h]` with end values `V₀`, `V₁` and
end slopes `s₀`, `s₁`. -/
def cellInterpolant (x₀ h V₀ V₁ s₀ s₁ x : ℝ) : ℝ :=
  hermite V₀ (V₁ - V₀) (h * s₀) (h * s₁) ((x - x₀) / h)
```

## The slope is a quadratic

Expanding in powers of \(t\),
\[
p(t)=y+m_0t+(3d-2m_0-m_1)t^2+(m_0+m_1-2d)t^3,
\]
and therefore
\[
p'(t)=m_0+2(3d-2m_0-m_1)t+3(m_0+m_1-2d)t^2 .
\]
Expanding \(q\) gives the same three coefficients, so \(p'=q\). The proof follows this route: `e` is the expansion, the power rule is applied term by term, and `ring` compares the result with `slope`.

```lean
/-- The derivative of the cubic Hermite interpolant is the quadratic `slope`. -/
theorem hasDerivAt_hermite (y d m₀ m₁ t : ℝ) :
    HasDerivAt (hermite y d m₀ m₁) (slope d m₀ m₁ t) t := by
  have h1 : HasDerivAt (fun x : ℝ => x) 1 t := hasDerivAt_id' t
  have h2 : HasDerivAt (fun x : ℝ => x ^ 2) (2 * t) t := by
    simpa using hasDerivAt_pow 2 t
  have h3 : HasDerivAt (fun x : ℝ => x ^ 3) (3 * t ^ 2) t := by
    simpa using hasDerivAt_pow 3 t
  -- expand the interpolant in powers of the coordinate
  have e : hermite y d m₀ m₁ = fun x => y + (m₀ * x + (3 * d - 2 * m₀ - m₁) * x ^ 2
      + (m₀ + m₁ - 2 * d) * x ^ 3) := by
    funext x
    unfold hermite
    ring
  rw [e]
  have h := ((h1.const_mul m₀).fun_add (h2.const_mul (3 * d - 2 * m₀ - m₁))).fun_add
    (h3.const_mul (m₀ + m₁ - 2 * d))
  exact (h.const_add y).congr_deriv (by unfold slope; ring)
```

At the ends, \(p(0)=y\), \(p(1)=y+d\), \(q(0)=m_0\) and \(q(1)=m_1\). The next theorem states these four conditions, which confirms that the definition is the intended interpolant.

```lean
/-- The interpolant takes the prescribed values and slopes at both ends. -/
theorem hermite_interpolates (y d m₀ m₁ : ℝ) :
    hermite y d m₀ m₁ 0 = y ∧ hermite y d m₀ m₁ 1 = y + d ∧
    HasDerivAt (hermite y d m₀ m₁) m₀ 0 ∧ HasDerivAt (hermite y d m₀ m₁) m₁ 1 := by
  refine ⟨by unfold hermite; ring, by unfold hermite; ring, ?_, ?_⟩
  · exact (hasDerivAt_hermite y d m₀ m₁ 0).congr_deriv (by unfold slope; ring)
  · exact (hasDerivAt_hermite y d m₀ m₁ 1).congr_deriv (by unfold slope; ring)
```

## When the slope is nonnegative

Write \(k=m_0+m_1-3d\), so that \(q(t)=m_0(1-t)^2-2k\,t(1-t)+m_1t^2\). The claim is that \(q\ge 0\) on \([0,1]\) exactly when
\[
m_0\ge0,\quad m_1\ge0,\quad\text{and}\quad k\le0\ \text{ or }\ k^2\le m_0m_1 .
\]

**Necessity.** The values at \(t=0\) and \(t=1\) give \(m_0,m_1\ge0\). Suppose \(k>0\). For \(u\ge0\) and \(v>0\), put \(t=v/(u+v)\) and multiply \(q(t)\ge0\) by \((u+v)^2\):
\[
m_0u^2-2k\,uv+m_1v^2\ge0 .
\]
This is `F` in the code. If \(m_0>0\), the choice \(u=k\), \(v=m_0\) gives \(m_0(m_0m_1-k^2)\ge0\), hence \(k^2\le m_0m_1\). If \(m_0=0\), the choice \(u=m_1+1\), \(v=k\) gives \(-k^2(m_1+2)\ge0\), which is impossible.

**Sufficiency.** If \(k\le0\), all three terms of \(q\) are nonnegative. If \(k>0\) and \(k^2\le m_0m_1\), then \(m_0>0\), and completing the square gives
\[
m_0\,q(t)=\bigl(m_0(1-t)-kt\bigr)^2+(m_0m_1-k^2)\,t^2\ge0 .
\]
Dividing by \(m_0\) finishes the argument.

```lean
/-- The slope is nonnegative on the whole unit interval exactly when both end slopes are
nonnegative and either `m₀ + m₁ ≤ 3d` or `(m₀ + m₁ - 3d)² ≤ m₀ m₁`. -/
theorem slope_nonneg_iff (d m₀ m₁ : ℝ) :
    (∀ t ∈ Icc (0 : ℝ) 1, 0 ≤ slope d m₀ m₁ t) ↔
      0 ≤ m₀ ∧ 0 ≤ m₁ ∧ (m₀ + m₁ ≤ 3 * d ∨ (m₀ + m₁ - 3 * d) ^ 2 ≤ m₀ * m₁) := by
  constructor
  · intro H
    have a0 : 0 ≤ m₀ := by simpa [slope] using H 0 (by simp)
    have a1 : 0 ≤ m₁ := by simpa [slope] using H 1 (by simp)
    refine ⟨a0, a1, ?_⟩
    by_cases hs : m₀ + m₁ ≤ 3 * d
    · exact Or.inl hs
    right
    have hk : 0 < m₀ + m₁ - 3 * d := by linarith [not_le.mp hs]
    -- the slope as a quadratic form in the weights u and v of the two ends
    have F : ∀ u v : ℝ, 0 ≤ u → 0 < v →
        0 ≤ m₀ * u ^ 2 + 2 * (3 * d - m₀ - m₁) * (v * u) + m₁ * v ^ 2 := by
      intro u v hu hv
      have huv : 0 < u + v := by linarith
      have hq := H (v / (u + v))
        ⟨by positivity, (div_le_one huv).mpr (by linarith)⟩
      have e : m₀ * u ^ 2 + 2 * (3 * d - m₀ - m₁) * (v * u) + m₁ * v ^ 2
          = slope d m₀ m₁ (v / (u + v)) * (u + v) ^ 2 := by
        have e1 : 1 - v / (u + v) = u / (u + v) := by
          rw [eq_div_iff huv.ne', sub_mul, div_mul_cancel₀ _ huv.ne']
          ring
        unfold slope
        rw [e1]
        field_simp
      rw [e]
      positivity
    rcases a0.eq_or_lt with h0 | h0
    · -- a flat left end would force a negative slope next to it
      have hF := F (m₁ + 1) (m₀ + m₁ - 3 * d) (by linarith) hk
      rw [← h0] at hF hk
      nlinarith [mul_pos hk hk, mul_nonneg a1 (mul_pos hk hk).le]
    · have hF := F (m₀ + m₁ - 3 * d) m₀ hk.le h0
      have e : 0 ≤ m₀ * (m₀ * m₁ - (m₀ + m₁ - 3 * d) ^ 2) := by
        linarith [hF]
      linarith [(mul_nonneg_iff_of_pos_left h0).mp e]
  · rintro ⟨a0, a1, hc⟩ t ⟨t0, t1⟩
    have hp : 0 ≤ t * (1 - t) := mul_nonneg t0 (by linarith)
    by_cases hs : m₀ + m₁ ≤ 3 * d
    · have hc' : 0 ≤ 3 * d - m₀ - m₁ := by linarith
      unfold slope
      positivity
    have hq := hc.resolve_left hs
    have hk : 0 < m₀ + m₁ - 3 * d := by linarith [not_le.mp hs]
    have h0 : 0 < m₀ := by
      rcases a0.eq_or_lt with h | h
      · rw [← h] at hq hk
        nlinarith [mul_pos hk hk]
      · exact h
    -- complete the square
    have e : m₀ * slope d m₀ m₁ t = (m₀ * (1 - t) - (m₀ + m₁ - 3 * d) * t) ^ 2
        + (m₀ * m₁ - (m₀ + m₁ - 3 * d) ^ 2) * t ^ 2 := by
      unfold slope
      ring
    apply (mul_nonneg_iff_of_pos_left h0).mp
    rw [e]
    exact add_nonneg (sq_nonneg _) (mul_nonneg (by linarith) (sq_nonneg _))
```

## From slope to monotonicity

If \(p\) is nondecreasing on \([0,1]\), its difference quotients there are nonnegative, and so are their limits, one-sided at the ends. Conversely, if \(p'\ge0\) inside the interval, the mean value theorem makes \(p\) nondecreasing on all of it. The criterion for \(q\) thus becomes a criterion for \(p\).

`MonotoneOn … (Icc 0 1)` says that \(a\le b\) implies \(p(a)\le p(b)\) for \(a,b\) in the closed interval, so flat stretches are allowed. In the proof, `derivWithin` is the derivative taken from inside the interval, which handles the two ends.

```lean
/-- The interpolant is nondecreasing on the unit interval exactly when both end slopes are
nonnegative and either `m₀ + m₁ ≤ 3d` or `(m₀ + m₁ - 3d)² ≤ m₀ m₁`. -/
theorem hermite_monotone_iff (y d m₀ m₁ : ℝ) :
    MonotoneOn (hermite y d m₀ m₁) (Icc 0 1) ↔
      0 ≤ m₀ ∧ 0 ≤ m₁ ∧ (m₀ + m₁ ≤ 3 * d ∨ (m₀ + m₁ - 3 * d) ^ 2 ≤ m₀ * m₁) := by
  rw [← slope_nonneg_iff]
  constructor
  · intro hm t ht
    have h := (hasDerivAt_hermite y d m₀ m₁ t).hasDerivWithinAt.derivWithin
      (uniqueDiffOn_Icc (zero_lt_one' ℝ) t ht)
    rw [← h]
    exact hm.derivWithin_nonneg
  · intro H
    refine monotoneOn_of_deriv_nonneg (convex_Icc 0 1)
      (fun t _ => (hasDerivAt_hermite y d m₀ m₁ t).continuousAt.continuousWithinAt)
      (fun t _ => (hasDerivAt_hermite y d m₀ m₁ t).differentiableAt.differentiableWithinAt) ?_
    intro t ht
    rw [(hasDerivAt_hermite y d m₀ m₁ t).deriv]
    exact H t (interior_subset ht)
```

## The box rule

Let \(0\le m_0,m_1\le3d\). If \(k\le0\), the criterion holds. Otherwise \(m_1\le3d\) gives \(k\le m_0\), and \(m_0\le3d\) gives \(k\le m_1\). Multiplying these inequalities between nonnegative numbers yields \(k^2\le m_0m_1\).

The box is sufficient but not necessary: for \(m_0=4d\), \(m_1=d\) with \(d>0\), the slope is \(d(2-3t)^2\ge0\), although \(m_0\) lies outside it.

```lean
/-- If both end slopes lie between `0` and `3d`, the interpolant is nondecreasing on the
unit interval. -/
theorem hermite_monotone_of_box (y d m₀ m₁ : ℝ) (h₀ : m₀ ∈ Icc 0 (3 * d))
    (h₁ : m₁ ∈ Icc 0 (3 * d)) : MonotoneOn (hermite y d m₀ m₁) (Icc 0 1) := by
  refine (hermite_monotone_iff y d m₀ m₁).mpr ⟨h₀.1, h₁.1, ?_⟩
  by_cases hs : m₀ + m₁ ≤ 3 * d
  · exact Or.inl hs
  right
  have hk : 0 ≤ m₀ + m₁ - 3 * d := by linarith [not_le.mp hs]
  rw [sq]
  exact mul_le_mul (by linarith [h₁.2]) (by linarith [h₀.2]) hk h₀.1
```

For a table cell with \(h>0\), the secant slope is \((V_1-V_0)/h\). Multiplying
\[
0\le s_i\le 3\,\frac{V_1-V_0}{h},\qquad i=0,1,
\]
by \(h\) gives \(0\le hs_i\le3(V_1-V_0)\), which is the box condition on the unit interval. Since \(x\mapsto(x-x_0)/h\) is increasing and maps the cell to \([0,1]\), monotonicity carries over. In the proof, `scale` treats the slopes and `unit` the coordinate.

For a one-dimensional tabulated potential that rises across a cell, this gives a simple check on the supplied slopes, which keeps the interpolated force \(-dV/dx\) from taking the wrong sign there. The theorem treats one cell with exact real arithmetic; it says nothing about how the slopes are estimated or how accurate the interpolant is.

```lean
/-- On a table cell of width `h`, end slopes between zero and three times the secant slope
give a nondecreasing interpolated potential. -/
theorem cell_monotone (x₀ h V₀ V₁ s₀ s₁ : ℝ) (hh : 0 < h)
    (h₀ : s₀ ∈ Icc 0 (3 * ((V₁ - V₀) / h))) (h₁ : s₁ ∈ Icc 0 (3 * ((V₁ - V₀) / h))) :
    MonotoneOn (cellInterpolant x₀ h V₀ V₁ s₀ s₁) (Icc x₀ (x₀ + h)) := by
  have scale : ∀ s ∈ Icc 0 (3 * ((V₁ - V₀) / h)), h * s ∈ Icc 0 (3 * (V₁ - V₀)) := by
    intro s hs
    refine ⟨mul_nonneg hh.le hs.1, ?_⟩
    have e : h * (3 * ((V₁ - V₀) / h)) = 3 * (V₁ - V₀) := by field_simp
    rw [← e]
    exact mul_le_mul_of_nonneg_left hs.2 hh.le
  have unit : ∀ x ∈ Icc x₀ (x₀ + h), (x - x₀) / h ∈ Icc (0 : ℝ) 1 := fun x hx =>
    ⟨div_nonneg (by linarith [hx.1]) hh.le, (div_le_one hh).mpr (by linarith [hx.2])⟩
  intro x hx z hz hxz
  exact hermite_monotone_of_box V₀ (V₁ - V₀) _ _ (scale s₀ h₀) (scale s₁ h₁)
    (unit x hx) (unit z hz) (by gcongr)
```

## A negative slope at the midpoint

At \(t=1/2\),
\[
p'(1/2)=\frac{m_0+2(3d-m_0-m_1)+m_1}{4}=\frac{6d-m_0-m_1}{4},
\]
which is negative exactly when \(m_0+m_1>6d\).

It is easy to read this equivalence as a test for monotonicity, which it is not. Take \(d>0\), \(m_0=0\) and \(m_1=4d\). The midpoint slope is \(d/2>0\), yet \(p'(t)=2dt(3t-1)\) is negative for \(0<t<1/3\). A sum of at most \(6d\) only rules out a negative slope at the midpoint; the full criterion is needed for the rest of the interval.

```lean
/-- The slope at the midpoint is negative exactly when the end slopes add up to more
than `6d`. -/
theorem midpoint_slope_neg_iff (y d m₀ m₁ : ℝ) :
    deriv (hermite y d m₀ m₁) (1 / 2) < 0 ↔ 6 * d < m₀ + m₁ := by
  have e : slope d m₀ m₁ (1 / 2) = (6 * d - m₀ - m₁) / 4 := by unfold slope; ring
  rw [(hasDerivAt_hermite y d m₀ m₁ (1 / 2)).deriv, e]
  constructor <;> intro h <;> linarith
```

## The spurious well

Suppose \(m_0+m_1>6d\) and \(m_1>0\). Then \(q(1/2)<0<q(1)\), so the intermediate value theorem gives a root \(r\) of \(q\) with \(1/2<r<1\). Dividing out this root,
\[
q(t)=(t-r)L(t),\qquad L(t)=3(m_0+m_1-2d)(t+r)+2(3d-2m_0-m_1).
\]
The signs of \(q\) at \(1/2\) and \(1\) force \(L(1/2)>0\) and \(L(1)>0\). Since \(L\) is affine,
\[
L(t)=2(1-t)\,L(1/2)+(2t-1)\,L(1)\ge0\qquad(1/2\le t\le1).
\]
So \(p'\le0\) on \((1/2,r)\) and \(p'\ge0\) on \((r,1)\), and \(p\) has a local minimum at \(r\). The code proves these facts as `fac`, `Lh`, `L1` and `Lt`, then applies the first-derivative test `isLocalMin_of_deriv_Ioo`.

For \(d>0\) and \(m_0\ge0\) the well is spurious in the sense that nothing in the end data calls for one: the values rise and neither end slope is negative. With \(y=0\), \(d=1\) and \(m_0=m_1=4\), for example, \(p'(t)=2(3t-1)(3t-2)\), and the interpolant falls from \(5/9\) at \(t=1/3\) to \(4/9\) at \(t=2/3\) before rising to 1. The formal statement locates a minimum in \((1/2,1)\) but gives no depth for it. When \(d>0\) and \(m_0\ge0\), the end data alone do not settle whether the underlying potential has a real well in the cell. When \(m_0<0\) or \(d\le0\), they do: together with \(m_1>0\), either condition forces any differentiable potential with these data to have a minimum inside the cell, though not necessarily where the interpolant puts it.

The condition \(m_1>0\) makes the curve turn upward again before the right end. With \(d>0\), \(m_0=7d\) and \(m_1=0\), the slope is \(d(1-t)(7-15t)\), which stays negative from \(t=7/15\) up to the right end, so there is no minimum between the midpoint and that end. The theorem gives a sufficient condition for a false well, not a necessary one: in the earlier example with \(d>0\), \(m_0=0\) and \(m_1=4d\), the end slopes add up to less than \(6d\), yet the interpolant has a local minimum at \(t=1/3\).

```lean
/-- If the end slopes add up to more than `6d` and the right one is positive, the interpolant
has a local minimum strictly between the midpoint and the right end. -/
theorem spurious_well (y d m₀ m₁ : ℝ) (hs : 6 * d < m₀ + m₁) (h₁ : 0 < m₁) :
    ∃ r ∈ Ioo (1 / 2 : ℝ) 1, IsLocalMin (hermite y d m₀ m₁) r := by
  have qh : slope d m₀ m₁ (1 / 2) < 0 := by unfold slope; linarith
  have q1 : 0 < slope d m₀ m₁ 1 := by unfold slope; linarith
  have hc : Continuous (slope d m₀ m₁) := by unfold slope; fun_prop
  obtain ⟨r, hr, hr0⟩ := intermediate_value_Ioo (by norm_num : (1 / 2 : ℝ) ≤ 1)
    hc.continuousOn ⟨qh, q1⟩
  -- divide out the root r; the remaining linear factor L is nonnegative on [1/2, 1]
  obtain ⟨L, hL⟩ : ∃ L : ℝ → ℝ, L = fun t =>
    3 * (m₀ + m₁ - 2 * d) * (t + r) + 2 * (3 * d - 2 * m₀ - m₁) := ⟨_, rfl⟩
  have fac : ∀ t, slope d m₀ m₁ t = (t - r) * L t := by
    intro t
    have e : slope d m₀ m₁ t - slope d m₀ m₁ r = (t - r) * L t := by
      rw [hL]
      unfold slope
      ring
    linarith
  have Lh : 0 < L (1 / 2) := by
    rw [fac] at qh
    by_contra hn
    nlinarith [mul_nonneg (sub_nonneg.mpr hr.1.le) (neg_nonneg.mpr (not_lt.mp hn))]
  have L1 : 0 < L 1 := by
    rw [fac] at q1
    exact (mul_pos_iff_of_pos_left (sub_pos.mpr hr.2)).mp q1
  have Lt : ∀ t, 1 / 2 ≤ t → t ≤ 1 → 0 ≤ L t := by
    intro t ht ht'
    have e : L t = 2 * (1 - t) * L (1 / 2) + (2 * t - 1) * L 1 := by rw [hL]; ring
    rw [e]
    exact add_nonneg (mul_nonneg (by linarith) Lh.le) (mul_nonneg (by linarith) L1.le)
  have D := hasDerivAt_hermite y d m₀ m₁
  refine ⟨r, hr, isLocalMin_of_deriv_Ioo hr.1 hr.2 (D r).continuousAt
    (fun t _ => (D t).differentiableAt.differentiableWithinAt)
    (fun t _ => (D t).differentiableAt.differentiableWithinAt) ?_ ?_⟩
  · intro t ht
    rw [(D t).deriv, fac]
    exact mul_nonpos_of_nonpos_of_nonneg (by linarith [ht.2])
      (Lt t ht.1.le (by linarith [ht.2, hr.2]))
  · intro t ht
    rw [(D t).deriv, fac]
    exact mul_nonneg (by linarith [ht.1]) (Lt t (by linarith [ht.1, hr.1]) ht.2.le)

end

end HermiteMonotonicity
```

```lean
#print axioms HermiteMonotonicity.hermite_monotone_iff
#print axioms HermiteMonotonicity.cell_monotone
#print axioms HermiteMonotonicity.midpoint_slope_neg_iff
#print axioms HermiteMonotonicity.spurious_well
```

```
'HermiteMonotonicity.hermite_monotone_iff' depends on axioms: [propext, Classical.choice, Quot.sound]
'HermiteMonotonicity.cell_monotone' depends on axioms: [propext, Classical.choice, Quot.sound]
'HermiteMonotonicity.midpoint_slope_neg_iff' depends on axioms: [propext, Classical.choice, Quot.sound]
'HermiteMonotonicity.spurious_well' depends on axioms: [propext, Classical.choice, Quot.sound]
```
